# Periodic–antiperiodic splitting of the critical Kitaev ring at equal pairing and hopping

A finite ring of paired, spinless fermions can have different ground energies under periodic and antiperiodic boundary conditions. To compare the two, the ground energy is modelled as minus half the sum of the quasiparticle energies over the allowed momenta. That this sum is the lowest energy of the many-fermion Hamiltonian, up to a constant, comes from Bogoliubov theory and is built into the definition.

For $N\ge2$ sites, hopping $t>0$, pairing $\Delta=t$ and chemical potential $\mu=-2t$, where the gap closes at momentum $k=0$, the periodic energy is higher by $2t\tan(\pi/4N)$. For this non-interacting chain at these parameters, the formula tells a simulator how much the choice of boundary condition changes the ground energy at a given size.

```lean
import Mathlib

open Real Filter Topology

namespace CriticalKitaevRing

noncomputable section

/-- Band energy of a chain with hopping `t` and chemical potential `μ` at momentum `k`. -/
def band (t μ k : ℝ) : ℝ := -2 * t * cos k - μ
```

This is $\varepsilon_k=-2t\cos k-\mu$, the band energy measured from the chemical potential.

```lean
/-- The p-wave pairing amplitude at momentum `k`. -/
def pairing (Δ k : ℝ) : ℝ := 2 * Δ * sin k
```

The function `pairing` is $P_k=2\Delta\sin k$; the pairing parameter itself is $\Delta$.

```lean
/-- The Bogoliubov–de Gennes matrix of the Kitaev chain at momentum `k`. -/
def bdg (t Δ μ k : ℝ) : Matrix (Fin 2) (Fin 2) ℂ :=
  !![(band t μ k : ℂ), Complex.I * (pairing Δ k : ℂ);
     -(Complex.I * (pairing Δ k : ℂ)), -(band t μ k : ℂ)]
```

The Bogoliubov–de Gennes matrix has diagonal $\varepsilon_k,-\varepsilon_k$ and off-diagonal entries $iP_k,-iP_k$.

```lean
/-- The quasiparticle energy at momentum `k`. -/
def quasiEnergy (t Δ μ k : ℝ) : ℝ := √(band t μ k ^ 2 + pairing Δ k ^ 2)
```

The quasiparticle energy is $E_k=\sqrt{\varepsilon_k^2+P_k^2}$.

```lean
/-- Bogoliubov vacuum energy of a ring of `N ≥ 1` sites, leaving out the term equal to half the sum
of the band energies: minus half the sum of the quasiparticle energies over the momenta `2π(m+s)/N`.
Periodic rings have `s = 0`, antiperiodic ones `s = 1/2`. -/
def vacuumEnergy (t Δ μ : ℝ) (N : ℕ) (s : ℝ) : ℝ :=
  -(1 / 2) * ∑ m ∈ Finset.range N, quasiEnergy t Δ μ (2 * π * (m + s) / N)
```

`Finset.range N` means $m=0,\dots,N-1$, and the shift $s$ sets the boundary condition. The omitted constant $\tfrac12\sum_k\varepsilon_k$ is the same for both conditions when $N\ge2$, because the cosines sum to zero. At $N=1$ it differs, so there the results concern only the sum as defined.

```lean
/-- The Bogoliubov–de Gennes matrix is traceless and squares to the squared quasiparticle energy
times the identity. -/
theorem bdg_trace_and_square (t Δ μ k : ℝ) :
    (bdg t Δ μ k).trace = 0 ∧
    bdg t Δ μ k * bdg t Δ μ k =
      ((quasiEnergy t Δ μ k ^ 2 : ℝ) : ℂ) • (1 : Matrix (Fin 2) (Fin 2) ℂ) := by
  have h : quasiEnergy t Δ μ k ^ 2 = band t μ k ^ 2 + pairing Δ k ^ 2 :=
    Real.sq_sqrt (by positivity)
  refine ⟨by simp [bdg, Matrix.trace_fin_two], ?_⟩
  rw [h]
  ext i j
  fin_cases i <;> fin_cases j <;> simp [bdg, Matrix.mul_apply, Fin.sum_univ_two] <;>
    ring_nf <;> simp [Complex.I_sq]
```

The diagonal entries of the square are $\varepsilon_k^2+(iP_k)(-iP_k)=E_k^2$, and the off-diagonal ones cancel. With zero trace, the eigenvalues are $\pm E_k$, which justifies the name `quasiEnergy`. Lean checks the four entries separately through `fin_cases`.

```lean
/-- With pairing equal to the hopping `t ≥ 0` and chemical potential `-2t`, the quasiparticle
energy is `4t|sin(k/2)|`. -/
theorem quasiEnergy_critical {t : ℝ} (ht : 0 ≤ t) (k : ℝ) :
    quasiEnergy t t (-2 * t) k = 4 * t * |sin (k / 2)| := by
  have hc : cos k = 1 - 2 * sin (k / 2) ^ 2 := by
    have h1 := Real.cos_two_mul (k / 2)
    have h2 := Real.sin_sq_add_cos_sq (k / 2)
    rw [show 2 * (k / 2) = k by ring] at h1
    linarith
  have hs := Real.sin_sq_add_cos_sq k
  have h : band t (-2 * t) k ^ 2 + pairing t k ^ 2 = (4 * t * sin (k / 2)) ^ 2 := by
    unfold band pairing
    linear_combination 4 * t ^ 2 * hs - 8 * t ^ 2 * hc
  have h4 : 0 ≤ 4 * t := by positivity
  rw [quasiEnergy, h, Real.sqrt_sq_eq_abs, abs_mul, abs_of_nonneg h4]
```

The assumption `ht` says $t\ge0$. By hand, $\varepsilon_k=2t(1-\cos k)$ and $P_k=2t\sin k$, so
$$\varepsilon_k^2+P_k^2=8t^2(1-\cos k)=16t^2\sin^2(k/2),$$
and the root is $4t|\sin(k/2)|$. The tactic `linear_combination` verifies this by adding multiples of the two trigonometric identities `hs` and `hc`.

```lean
/-- Sines at equally spaced angles telescope after multiplication by twice the sine of half the
spacing. -/
theorem sine_telescope (x a : ℝ) (n : ℕ) :
    2 * sin x * ∑ m ∈ Finset.range n, sin (a + 2 * m * x) =
      cos (a - x) - cos (a + (2 * n - 1) * x) := by
  induction n with
  | zero =>
    have h : a + (2 * ((0 : ℕ) : ℝ) - 1) * x = a - x := by push_cast; ring
    rw [h]
    simp
  | succ n ih =>
    rw [Finset.sum_range_succ, mul_add, ih]
    push_cast
    rw [show a + (2 * (n : ℝ) - 1) * x = (a + 2 * n * x) - x by ring,
      show a + (2 * ((n : ℝ) + 1) - 1) * x = (a + 2 * n * x) + x by ring,
      Real.cos_sub (a + 2 * n * x) x, Real.cos_add (a + 2 * n * x) x]
    ring
```

Each term obeys
$$2\sin x\,\sin(a+2mx)=\cos(a+(2m-1)x)-\cos(a+(2m+1)x).$$
Summed over $m$, neighbouring cosines cancel and only the two ends remain. Lean does this by induction on $n$, adding one term at a time.

```lean
/-- For any shift `s`, the sum of `sin(k/2)` over the `N ≥ 1` momenta `k = 2π(m+s)/N`, multiplied by
`sin(π/(2N))`, is `cos(π(1-2s)/(2N))`. -/
theorem sine_grid_sum {N : ℕ} (hN : 0 < N) (s : ℝ) :
    sin (π / (2 * N)) * ∑ m ∈ Finset.range N, sin (π * (m + s) / N) =
      cos (π * (1 - 2 * s) / (2 * N)) := by
  have hN' : (N : ℝ) ≠ 0 := by positivity
  have h := sine_telescope (π / (2 * N)) (π * s / N) N
  have hx : 2 * (N : ℝ) * (π / (2 * N)) = π := by field_simp
  -- the last angle is the first one advanced by half a turn
  have e1 : π * s / N + (2 * (N : ℝ) - 1) * (π / (2 * N)) =
      (π * s / N - π / (2 * N)) + π := by linear_combination hx
  rw [e1, Real.cos_add_pi] at h
  have e2 : ∑ m ∈ Finset.range N, sin (π * (m + s) / N) =
      ∑ m ∈ Finset.range N, sin (π * s / N + 2 * m * (π / (2 * N))) :=
    Finset.sum_congr rfl fun m _ => by congr 1; ring
  have e3 : cos (π * (1 - 2 * s) / (2 * N)) = cos (π * s / N - π / (2 * N)) := by
    rw [← Real.cos_neg]
    congr 1
    ring
  rw [e2, e3]
  linear_combination h / 2
```

Put $x=\pi/2N$ and $a=\pi s/N$. The last angle is $a-x+\pi$, whose cosine is $-\cos(a-x)$. The right-hand side of the telescoped sum is therefore $2\cos(a-x)$, and halving gives the formula, since cosine is even.

```lean
/-- For `N ≥ 1` the antiperiodic sine sum is `1/sin(π/(2N))` and the periodic one is the cotangent
of `π/(2N)`; the sine in the denominators is positive. -/
theorem sine_sums {N : ℕ} (hN : 0 < N) :
    0 < sin (π / (2 * N)) ∧
    ∑ m ∈ Finset.range N, sin ((2 * m + 1) * π / (2 * N)) = 1 / sin (π / (2 * N)) ∧
    ∑ m ∈ Finset.range N, sin (m * π / N) = cos (π / (2 * N)) / sin (π / (2 * N)) := by
  have h1N : (1 : ℝ) ≤ N := by exact_mod_cast hN
  have hp : π * 1 ≤ π * N := mul_le_mul_of_nonneg_left h1N Real.pi_pos.le
  have hs : 0 < sin (π / (2 * N)) := by
    apply Real.sin_pos_of_pos_of_lt_pi (by positivity)
    rw [div_lt_iff₀ (by positivity)]
    nlinarith [hp, Real.pi_pos]
  refine ⟨hs, ?_, ?_⟩
  · have h := sine_grid_sum hN (1 / 2)
    have e : cos (π * (1 - 2 * (1 / 2)) / (2 * N)) = 1 := by norm_num
    have e2 : ∑ m ∈ Finset.range N, sin ((2 * m + 1) * π / (2 * N)) =
        ∑ m ∈ Finset.range N, sin (π * (m + 1 / 2) / N) :=
      Finset.sum_congr rfl fun m _ => by congr 1; ring
    rw [e2, eq_div_iff hs.ne']
    linear_combination h + e
  · have h := sine_grid_sum hN 0
    have e : cos (π * (1 - 2 * 0) / (2 * N)) = cos (π / (2 * N)) := by
      congr 1; ring
    have e2 : ∑ m ∈ Finset.range N, sin (m * π / N) =
        ∑ m ∈ Finset.range N, sin (π * (m + 0) / N) :=
      Finset.sum_congr rfl fun m _ => by congr 1; ring
    rw [e2, eq_div_iff hs.ne']
    linear_combination h + e
```

The shift $s=1/2$ makes the right-hand side $1$; $s=0$ makes it $\cos(\pi/2N)$. Since $0<\pi/2N\le\pi/2$, the sine is positive and may be divided out:
$$\sum_{m=0}^{N-1}\sin\frac{(2m+1)\pi}{2N}=\frac1{\sin(\pi/2N)},\qquad \sum_{m=0}^{N-1}\sin\frac{m\pi}{N}=\cot\frac{\pi}{2N}.$$

```lean
/-- For `N ≥ 1` the two sine sums differ by `tan(π/(4N))`, and `N` times the difference
exceeds `π/4`. -/
theorem sine_sum_gap {N : ℕ} (hN : 0 < N) :
    ∑ m ∈ Finset.range N, sin ((2 * m + 1) * π / (2 * N)) -
      ∑ m ∈ Finset.range N, sin (m * π / N) = tan (π / (4 * N)) ∧
    π / 4 < N * (∑ m ∈ Finset.range N, sin ((2 * m + 1) * π / (2 * N)) -
      ∑ m ∈ Finset.range N, sin (m * π / N)) := by
  obtain ⟨hs, h1, h0⟩ := sine_sums hN
  have hN' : (0 : ℝ) < N := by exact_mod_cast hN
  have h1N : (1 : ℝ) ≤ N := by exact_mod_cast hN
  rw [h1, h0]
  -- half-angle formula
  have e : 1 / sin (π / (2 * N)) - cos (π / (2 * N)) / sin (π / (2 * N)) =
      tan (π / (4 * N)) := by
    rw [show π / (2 * (N : ℝ)) = 2 * (π / (4 * N)) by ring, Real.sin_two_mul] at hs
    have hc : cos (π / (4 * N)) ≠ 0 := by
      intro h
      rw [h] at hs
      simp at hs
    rw [show π / (2 * (N : ℝ)) = 2 * (π / (4 * N)) by ring, Real.sin_two_mul,
      Real.cos_two_mul, Real.tan_eq_sin_div_cos, ← sub_div, div_eq_div_iff hs.ne' hc]
    linear_combination (-2 * cos (π / (4 * N))) * Real.sin_sq_add_cos_sq (π / (4 * N))
  rw [e]
  refine ⟨rfl, ?_⟩
  have hp : π * 1 ≤ π * N := mul_le_mul_of_nonneg_left h1N Real.pi_pos.le
  have hlt : π / (4 * N) < tan (π / (4 * N)) := by
    apply Real.lt_tan (by positivity)
    rw [div_lt_iff₀ (by positivity)]
    nlinarith [hp, Real.pi_pos]
  calc π / 4 = N * (π / (4 * N)) := by field_simp
    _ < N * tan (π / (4 * N)) := mul_lt_mul_of_pos_left hlt hN'
```

With $\theta=\pi/4N$, the difference is
$$\frac{1-\cos2\theta}{\sin2\theta}=\frac{2\sin^2\theta}{2\sin\theta\cos\theta}=\tan\theta.$$
Since $0<\theta<\pi/2$, we have $\theta<\tan\theta$; multiplying by $N$ gives the bound $\pi/4$.

```lean
/-- `N` times the difference of the antiperiodic and periodic sine sums tends to `π/4`. -/
theorem sine_sum_gap_tendsto :
    Tendsto (fun N : ℕ => (N : ℝ) *
      (∑ m ∈ Finset.range N, sin ((2 * m + 1) * π / (2 * N)) -
        ∑ m ∈ Finset.range N, sin (m * π / N))) atTop (𝓝 (π / 4)) := by
  have hd := Real.hasDerivAt_tan (x := 0) (by simp)
  have hu : Tendsto (fun N : ℕ => π / 4 / (N : ℝ)) atTop (𝓝[≠] 0) := by
    refine tendsto_nhdsWithin_iff.mpr ⟨tendsto_const_div_atTop_nhds_zero_nat _, ?_⟩
    filter_upwards [eventually_gt_atTop 0] with N hN
    have h : 0 < π / 4 / (N : ℝ) := by positivity
    exact h.ne'
  -- the slope of the tangent at the origin fixes the limit
  have h3 : Tendsto (fun N : ℕ => π / 4 *
      ((π / 4 / (N : ℝ))⁻¹ • (tan (0 + π / 4 / (N : ℝ)) - tan 0))) atTop
      (𝓝 (π / 4 * (1 / cos 0 ^ 2))) := (hd.tendsto_slope_zero.comp hu).const_mul _
  rw [show π / 4 * (1 / cos 0 ^ 2) = π / 4 by simp] at h3
  refine h3.congr' ?_
  filter_upwards [eventually_gt_atTop 0] with N hN
  have hpi := Real.pi_ne_zero
  have hk : π / 4 * (π / (4 * (N : ℝ)))⁻¹ = N := by field_simp
  rw [(sine_sum_gap hN).1, zero_add, Real.tan_zero, sub_zero, smul_eq_mul,
    show π / 4 / (N : ℝ) = π / (4 * N) by ring, ← mul_assoc, hk]
```

`Tendsto … atTop (𝓝 (π / 4))` reads "tends to $\pi/4$ as $N\to\infty$". With $\theta=\pi/4N$ again, $N\tan\theta=\frac{\pi}{4}\,\frac{\tan\theta}{\theta}$, and the last ratio tends to the slope of the tangent at zero, which is $1$.

```lean
/-- With pairing equal to the hopping `t ≥ 0`, chemical potential `-2t` and shift `0 ≤ s ≤ 1`,
`vacuumEnergy` is `-2t` times the sum of `sin(k/2)` over the allowed momenta. -/
theorem vacuumEnergy_critical {t s : ℝ} (ht : 0 ≤ t) (hs0 : 0 ≤ s) (hs1 : s ≤ 1) (N : ℕ) :
    vacuumEnergy t t (-2 * t) N s =
      -2 * t * ∑ m ∈ Finset.range N, sin (π * (m + s) / N) := by
  have h : ∀ m ∈ Finset.range N, quasiEnergy t t (-2 * t) (2 * π * (m + s) / N) =
      4 * t * sin (π * (m + s) / N) := by
    intro m hm
    have hm' : (m : ℝ) + 1 ≤ N := by exact_mod_cast Finset.mem_range.mp hm
    have hm0 : (0 : ℝ) ≤ m := Nat.cast_nonneg m
    have hN : (0 : ℝ) < N := by linarith
    have hsin : 0 ≤ sin (π * (m + s) / N) := by
      apply Real.sin_nonneg_of_nonneg_of_le_pi (by positivity)
      rw [div_le_iff₀ hN]
      exact mul_le_mul_of_nonneg_left (by linarith) Real.pi_pos.le
    rw [quasiEnergy_critical ht,
      show 2 * π * ((m : ℝ) + s) / N / 2 = π * (m + s) / N by ring, abs_of_nonneg hsin]
  rw [vacuumEnergy, Finset.sum_congr rfl h, ← Finset.mul_sum]
  ring
```

For $0\le m\le N-1$ and $0\le s\le1$, the angle $\pi(m+s)/N$ lies in $[0,\pi]$. Its sine is non-negative, so the absolute value in $E_k$ disappears, and $-\tfrac12\cdot4t=-2t$.

```lean
/-- With pairing equal to the hopping `t ≥ 0` and chemical potential `-2t`, the periodic
`vacuumEnergy` minus the antiperiodic one is `2t` times the difference of the sine sums. -/
theorem splitting_eq_sine_gap {t : ℝ} (ht : 0 ≤ t) (N : ℕ) :
    vacuumEnergy t t (-2 * t) N 0 - vacuumEnergy t t (-2 * t) N (1 / 2) =
      2 * t * (∑ m ∈ Finset.range N, sin ((2 * m + 1) * π / (2 * N)) -
        ∑ m ∈ Finset.range N, sin (m * π / N)) := by
  have e1 : ∑ m ∈ Finset.range N, sin (π * (m + 1 / 2) / N) =
      ∑ m ∈ Finset.range N, sin ((2 * m + 1) * π / (2 * N)) :=
    Finset.sum_congr rfl fun m _ => by congr 1; ring
  have e0 : ∑ m ∈ Finset.range N, sin (π * (m + 0) / N) =
      ∑ m ∈ Finset.range N, sin (m * π / N) :=
    Finset.sum_congr rfl fun m _ => by congr 1; ring
  rw [vacuumEnergy_critical ht le_rfl zero_le_one,
    vacuumEnergy_critical ht (by norm_num) (by norm_num), e1, e0]
  ring
```

Subtracting the $s=1/2$ energy from the $s=0$ energy reverses the order of the sums, because both carry the factor $-2t$.

```lean
/-- For `N ≥ 1` sites, pairing equal to the hopping `t > 0` and chemical potential `-2t`, the
periodic `vacuumEnergy` lies above the antiperiodic one by `2t tan(π/(4N))`, and `N` times this
splitting exceeds `πt/2`. -/
theorem critical_splitting {t : ℝ} (ht : 0 < t) {N : ℕ} (hN : 0 < N) :
    vacuumEnergy t t (-2 * t) N 0 - vacuumEnergy t t (-2 * t) N (1 / 2) =
      2 * t * tan (π / (4 * N)) ∧
    π * t / 2 <
      N * (vacuumEnergy t t (-2 * t) N 0 - vacuumEnergy t t (-2 * t) N (1 / 2)) := by
  obtain ⟨h1, h2⟩ := sine_sum_gap hN
  rw [splitting_eq_sine_gap ht.le]
  rw [h1] at h2 ⊢
  refine ⟨rfl, ?_⟩
  have h3 := mul_lt_mul_of_pos_left h2 (show 0 < 2 * t by positivity)
  linarith
```

Multiplying the tangent formula and its bound by $2t$ gives both claims. The strict bound uses $t>0$; at $t=0$ both sides vanish.

Take $N=2$ and $t=1$. The antiperiodic sum is $\sin(\pi/4)+\sin(3\pi/4)=\sqrt2$ and the periodic one is $0+1=1$. Without the omitted constant, which is $2$ for both conditions, the energies are $-2\sqrt2$ and $-2$, split by $2(\sqrt2-1)=2\tan(\pi/8)\approx0.828$. Twice this is about $1.657$, above $\pi/2\approx1.571$.

```lean
/-- With pairing equal to the hopping `t ≥ 0` and chemical potential `-2t`, `N` times the difference
of the periodic and antiperiodic values of `vacuumEnergy` tends to `πt/2`. -/
theorem critical_splitting_tendsto {t : ℝ} (ht : 0 ≤ t) :
    Tendsto (fun N : ℕ => (N : ℝ) *
      (vacuumEnergy t t (-2 * t) N 0 - vacuumEnergy t t (-2 * t) N (1 / 2)))
      atTop (𝓝 (π * t / 2)) := by
  have h := sine_sum_gap_tendsto.const_mul (2 * t)
  rw [show 2 * t * (π / 4) = π * t / 2 by ring] at h
  refine h.congr fun N => ?_
  rw [splitting_eq_sine_gap ht]
  ring

end

end CriticalKitaevRing
```

Multiplying the limit $\pi/4$ by $2t$ gives $\pi t/2$: the splitting falls off as $\pi t/(2N)$ for large rings when $t>0$.

```lean
#print axioms CriticalKitaevRing.bdg_trace_and_square
#print axioms CriticalKitaevRing.critical_splitting
#print axioms CriticalKitaevRing.critical_splitting_tendsto
```

```
'CriticalKitaevRing.bdg_trace_and_square' depends on axioms: [propext, Classical.choice, Quot.sound]
'CriticalKitaevRing.critical_splitting' depends on axioms: [propext, Classical.choice, Quot.sound]
'CriticalKitaevRing.critical_splitting_tendsto' depends on axioms: [propext, Classical.choice, Quot.sound]
```
